# For a positive definite covariance, the least $\chi^2$ that puts King-plot points on a given line is $r^T(ACA^T)^{-1}r$

Q: When I fit a King plot, my code takes a trial line $y = sx + c$ and computes the $n$ residuals $r_i = y_i - s x_i - c$, one per isotope pair. It then evaluates $r^T V^{-1} r$ with an $n\times n$ matrix $V$. But both coordinates are measured, so there are $2n$ errors, and they are correlated. What entitles me to work with only $n$ numbers?

A: A minimisation that can be done exactly. Let $x_i$ and $y_i$ be the mass-scaled isotope shifts of two transitions, that is, the frequency shifts divided by the difference of the inverse masses of the two isotopes. Let $C$ be the covariance of all $2n$ values. Subtract an adjustment $d = (d_x, d_y)$ from the data, at cost $d^T C^{-1} d$. With $A = [-s\mathbb 1, \mathbb 1]$, the adjusted points lie on the line exactly when $Ad = r$. For a fixed line and a known positive definite $C$, the least cost is $r^T V^{-1} r$ with $V = ACA^T$, so a King-plot fit need not carry the $2n$ adjustments as parameters.

Q: Show me the minimisation.

A: First, $V$ is invertible. Since $A^T v = (-sv, v)$, a nonzero $v$ gives a nonzero $A^T v$, and
$$v^T V v = (A^T v)^T C (A^T v) > 0.$$
Now put $d^* = CA^T V^{-1} r$. It is admissible, because $Ad^* = VV^{-1}r = r$, and $C^{-1}d^* = A^T V^{-1} r$. So every admissible $d$ satisfies
$$d^T C^{-1} d^* = (Ad)^T V^{-1} r = r^T V^{-1} r.$$
This holds for $d = d^*$ too. Expanding the cost of the difference,
$$(d-d^*)^T C^{-1}(d-d^*) = d^T C^{-1} d - 2\,r^T V^{-1} r + r^T V^{-1} r,$$
and therefore
$$d^T C^{-1} d = r^T V^{-1} r + (d-d^*)^T C^{-1}(d-d^*).$$
The last term is positive unless $d = d^*$, which gives the minimum and its uniqueness together.

Q: How does the Lean file represent the $2n$ coordinates?

A: The isotope pairs form a finite type `ι`. The joint vector is indexed by `ι ⊕ ι`, with `Sum.inl i` for the x-shift of pair $i$ and `Sum.inr i` for its y-shift.

```lean
import Mathlib

open Matrix

namespace KingPlotFit

noncomputable section

variable {ι : Type*} [Fintype ι] [DecidableEq ι]
```

The matrix $A$ is `kingMatrix ι s`.

```lean
/-- The matrix `[-s 1, 1]` acting on the joint vector of x- and y-shifts. -/
def kingMatrix (ι : Type*) [DecidableEq ι] (s : ℝ) : Matrix ι (ι ⊕ ι) ℝ :=
  Matrix.fromCols (-s • (1 : Matrix ι ι ℝ)) (1 : Matrix ι ι ℝ)
```

The residual is the vertical distance from the line, with its sign.

```lean
/-- The signed vertical distances of the King-plot points from the line `y = s x + c`. -/
def residual (s c : ℝ) (x y : ι → ℝ) : ι → ℝ := fun i => y i - s * x i - c
```

The matrix $V$ is `residualCov C s`.

```lean
/-- The covariance `A C Aᵀ` of the residuals. -/
def residualCov (C : Matrix (ι ⊕ ι) (ι ⊕ ι) ℝ) (s : ℝ) : Matrix ι ι ℝ :=
  kingMatrix ι s * C * (kingMatrix ι s)ᵀ
```

Q: And the two costs? I don't want the answer built into the definition.

A: It isn't. `chiSq` is the cost of an arbitrary adjustment in the full $2n$-dimensional space, while `lineChiSq` is the quadratic form in the $n$ residuals. Their relation is left to a theorem. For Gaussian errors with known covariance, `chiSq` is minus twice the log-likelihood, up to a constant.

```lean
/-- The cost `dᵀ C⁻¹ d` of adjusting the measured shifts by `d`. -/
def chiSq (C : Matrix (ι ⊕ ι) (ι ⊕ ι) ℝ) (d : ι ⊕ ι → ℝ) : ℝ := d ⬝ᵥ C⁻¹ *ᵥ d

/-- The quadratic form `rᵀ (A C Aᵀ)⁻¹ r` of the residuals. -/
def lineChiSq (C : Matrix (ι ⊕ ι) (ι ⊕ ι) ℝ) (s : ℝ) (r : ι → ℝ) : ℝ :=
  r ⬝ᵥ (residualCov C s)⁻¹ *ᵥ r
```

The candidate $d^*$ is also just a formula at this stage.

```lean
/-- The adjustment `C Aᵀ (A C Aᵀ)⁻¹ r`. -/
def bestAdjustment (C : Matrix (ι ⊕ ι) (ι ⊕ ι) ℝ) (s : ℝ) (r : ι → ℝ) : ι ⊕ ι → ℝ :=
  (C * (kingMatrix ι s)ᵀ * (residualCov C s)⁻¹) *ᵥ r
```

Q: My code also solves for the intercept at each slope.

A: Write $u = y - sx$, $W = V^{-1}$, and $e$ for the vector of ones. Then $r = u - ce$, and the cost is a parabola in $c$:
$$u^T W u - 2c\,e^T W u + c^2\, e^T W e.$$
Its lowest point is $c^* = e^T W u / e^T W e$, and any other $c$ costs $e^T W e\,(c-c^*)^2$ more. In the file, $u$ is `residual s 0 x y`.

```lean
/-- The generalized weighted mean of `y - s x`, with weight matrix `(A C Aᵀ)⁻¹`. -/
def bestIntercept (C : Matrix (ι ⊕ ι) (ι ⊕ ι) ℝ) (s : ℝ) (x y : ι → ℝ) : ℝ :=
  ((fun _ => 1) ⬝ᵥ (residualCov C s)⁻¹ *ᵥ residual s 0 x y) /
    ((fun _ => 1) ⬝ᵥ (residualCov C s)⁻¹ *ᵥ (fun _ => 1))
```

Q: Many analyses quote only an error ellipse for each point. Is that included?

A: As a special case. Pair $i$ has variances $a_i$, $g_i$ and covariance $b_i$, with no correlation between different pairs. Then $V$ is diagonal, with entries
$$(-s, 1)\begin{pmatrix} a_i & b_i\\ b_i & g_i\end{pmatrix}\begin{pmatrix}-s\\ 1\end{pmatrix} = g_i - 2sb_i + s^2 a_i,$$
and the least cost is $\sum_i r_i^2/(g_i - 2sb_i + s^2a_i)$.

```lean
/-- Covariance with variances `a` (x-shifts) and `g` (y-shifts), and covariance `b`
between the two shifts of the same isotope pair only. -/
def pairCov (a b g : ι → ℝ) : Matrix (ι ⊕ ι) (ι ⊕ ι) ℝ :=
  Matrix.fromBlocks (diagonal a) (diagonal b) (diagonal b) (diagonal g)
```

Q: What does the proof need before the physics enters?

A: Four facts about real matrices: moving a matrix across a dot product, symmetry of a positive definite matrix, symmetry of its bilinear form, and positivity of its quadratic form.

```lean
private lemma dot_move {m n : Type*} [Fintype m] [Fintype n] (M : Matrix m n ℝ)
    (u : m → ℝ) (v : n → ℝ) : u ⬝ᵥ M *ᵥ v = (Mᵀ *ᵥ u) ⬝ᵥ v := by
  rw [Matrix.dotProduct_mulVec, Matrix.mulVec_transpose]

private lemma transpose_eq {n : Type*} [Fintype n] {M : Matrix n n ℝ} (hM : M.PosDef) :
    Mᵀ = M := by
  have h : Mᴴ = M := hM.isHermitian
  rwa [conjTranspose_eq_transpose_of_trivial] at h

private lemma dot_symm {n : Type*} [Fintype n] {M : Matrix n n ℝ} (hM : M.PosDef)
    (u v : n → ℝ) : u ⬝ᵥ M *ᵥ v = v ⬝ᵥ M *ᵥ u := by
  rw [dot_move, transpose_eq hM, dotProduct_comm]

private lemma quad_pos {n : Type*} [Fintype n] {M : Matrix n n ℝ} (hM : M.PosDef)
    {v : n → ℝ} (hv : v ≠ 0) : 0 < v ⬝ᵥ M *ᵥ v := by
  simpa only [star_trivial] using hM.dotProduct_mulVec_pos hv
```

A fifth lemma treats one error ellipse. For $w \neq 0$ it uses
$$a(au^2 + 2buw + gw^2) = (au+bw)^2 + (ag-b^2)w^2,$$
where $u$ and $w$ are now single numbers; for $w = 0$ only $au^2$ remains.

```lean
private lemma form_pos {a b g u w : ℝ} (ha : 0 < a) (hb : b ^ 2 < a * g)
    (h : u ≠ 0 ∨ w ≠ 0) : 0 < a * u ^ 2 + 2 * b * u * w + g * w ^ 2 := by
  by_cases hw : w = 0
  · subst hw
    have hu : u ≠ 0 := by simpa using h
    have : 0 < a * u ^ 2 := by positivity
    linarith
  · have hw' : w ≠ 0 := hw
    have h1 : 0 < (a * g - b ^ 2) * w ^ 2 := mul_pos (by linarith) (by positivity)
    have h2 : 0 < a * (a * u ^ 2 + 2 * b * u * w + g * w ^ 2) := by
      nlinarith [sq_nonneg (a * u + b * w)]
    exact (mul_pos_iff_of_pos_left ha).1 h2
```

Q: Here is my main doubt. How do I know that `kingMatrix ι s *ᵥ d = residual s c x y` means what I mean by "on the line"?

A: That equivalence is a theorem. The right-hand side below says, point by point, that the shifts with $d$ subtracted satisfy the line equation. The proof evaluates row $i$ of $Ad$ as $-s\,d_{x,i} + d_{y,i}$ and rearranges. It also fixes the sign convention: $d$ is measured minus adjusted.

```lean
/-- The constraint `A d = r` says that the points with `d` subtracted lie on the line
`y = s x + c`. -/
theorem constraint_iff_on_line (s c : ℝ) (x y : ι → ℝ) (d : ι ⊕ ι → ℝ) :
    kingMatrix ι s *ᵥ d = residual s c x y ↔
      ∀ i, y i - d (Sum.inr i) = s * (x i - d (Sum.inl i)) + c := by
  have h : ∀ i, (kingMatrix ι s *ᵥ d) i = -s * d (Sum.inl i) + d (Sum.inr i) := by
    intro i
    simp [kingMatrix, mulVec, dotProduct, Matrix.one_apply]
  rw [funext_iff]
  refine forall_congr' fun i => ?_
  rw [h, residual]
  constructor <;> intro h <;> linarith
```

Q: And positive definiteness of $V$ is derived?

A: Yes, from that of $C$. In the proof, `hne` reads the y-components of $A^T v$, which are $v$ itself, so $A^T v$ vanishes only if $v$ does.

```lean
/-- If `C` is positive definite, so is the covariance `A C Aᵀ` of the residuals. -/
theorem residualCov_posDef {C : Matrix (ι ⊕ ι) (ι ⊕ ι) ℝ} (hC : C.PosDef) (s : ℝ) :
    (residualCov C s).PosDef := by
  refine Matrix.posDef_iff_dotProduct_mulVec.2 ⟨?_, ?_⟩
  · rw [Matrix.IsHermitian, conjTranspose_eq_transpose_of_trivial, residualCov,
      transpose_mul, transpose_mul, transpose_transpose, transpose_eq hC, Matrix.mul_assoc]
  · intro v hv
    -- the identity block of `A` makes its transpose injective
    have hne : (kingMatrix ι s)ᵀ *ᵥ v ≠ 0 := by
      intro h0
      apply hv
      funext i
      have h1 := congrFun h0 (Sum.inr i)
      simpa [kingMatrix, mulVec, dotProduct, Matrix.one_apply] using h1
    have h := quad_pos hC hne
    rw [← dot_move, mulVec_mulVec, mulVec_mulVec] at h
    simpa only [star_trivial, residualCov] using h
```

The next theorem is the splitting of the cost. `hf` is $Ad^* = r$, `hg` is $C^{-1}d^* = A^TV^{-1}r$, and `key` is the constant overlap of every admissible $d$ with $d^*$. The final `linarith` combines the expanded terms.

```lean
/-- For positive definite `C`, the cost of any adjustment obeying `A d = r` is `rᵀ (A C Aᵀ)⁻¹ r`
plus the cost of its deviation from `C Aᵀ (A C Aᵀ)⁻¹ r`, which itself obeys the constraint. -/
theorem chiSq_split {C : Matrix (ι ⊕ ι) (ι ⊕ ι) ℝ} (hC : C.PosDef) (s : ℝ) (r : ι → ℝ) :
    kingMatrix ι s *ᵥ bestAdjustment C s r = r ∧
      ∀ d, kingMatrix ι s *ᵥ d = r →
        chiSq C d = lineChiSq C s r + chiSq C (d - bestAdjustment C s r) := by
  have hS : IsUnit (residualCov C s).det := (residualCov_posDef hC s).det_pos.ne'.isUnit
  have hCu : IsUnit C.det := hC.det_pos.ne'.isUnit
  have hf : kingMatrix ι s *ᵥ bestAdjustment C s r = r := by
    calc kingMatrix ι s *ᵥ bestAdjustment C s r
        = (residualCov C s * (residualCov C s)⁻¹) *ᵥ r := by
          simp only [bestAdjustment, residualCov, mulVec_mulVec, Matrix.mul_assoc]
      _ = r := by rw [Matrix.mul_nonsing_inv _ hS, one_mulVec]
  have hg : C⁻¹ *ᵥ bestAdjustment C s r
      = (kingMatrix ι s)ᵀ *ᵥ ((residualCov C s)⁻¹ *ᵥ r) := by
    rw [bestAdjustment, mulVec_mulVec, mulVec_mulVec, Matrix.mul_assoc C,
      Matrix.nonsing_inv_mul_cancel_left _ _ hCu]
  -- every admissible adjustment has the same overlap with the best one
  have key : ∀ d, kingMatrix ι s *ᵥ d = r →
      d ⬝ᵥ C⁻¹ *ᵥ bestAdjustment C s r = lineChiSq C s r := by
    intro d hd
    rw [hg, dot_move, transpose_transpose, hd, lineChiSq]
  refine ⟨hf, fun d hd => ?_⟩
  have h1 := key d hd
  have h2 := key _ hf
  have h3 := dot_symm hC.inv (bestAdjustment C s r) d
  simp only [chiSq, mulVec_sub, sub_dotProduct, dotProduct_sub]
  linarith
```

Q: Then what exactly does the minimum theorem say?

A: Three things, for every $s$, $c$, $x$ and $y$: $d^*$ puts the points on the line, its cost is $r^TV^{-1}r$, and every other admissible adjustment costs strictly more. The only hypothesis is `hC`, that $C$ is positive definite.

```lean
/-- Let `C` be positive definite and `r` the residuals from the line `y = s x + c`. Among all
adjustments that put the King-plot points on this line, the cost `dᵀ C⁻¹ d` has minimum `rᵀ (A C
Aᵀ)⁻¹ r`, attained only at `d = C Aᵀ (A C Aᵀ)⁻¹ r`. -/
theorem king_fit_minimum {C : Matrix (ι ⊕ ι) (ι ⊕ ι) ℝ} (hC : C.PosDef)
    (s c : ℝ) (x y : ι → ℝ) :
    kingMatrix ι s *ᵥ bestAdjustment C s (residual s c x y) = residual s c x y ∧
    chiSq C (bestAdjustment C s (residual s c x y)) = lineChiSq C s (residual s c x y) ∧
    ∀ d, kingMatrix ι s *ᵥ d = residual s c x y →
      d ≠ bestAdjustment C s (residual s c x y) →
        lineChiSq C s (residual s c x y) < chiSq C d := by
  obtain ⟨hf, hsplit⟩ := chiSq_split hC s (residual s c x y)
  refine ⟨hf, ?_, fun d hd hne => ?_⟩
  · rw [hsplit _ hf, sub_self]
    simp [chiSq]
  · have hpos := quad_pos hC.inv (sub_ne_zero.2 hne)
    rw [hsplit d hd]
    exact lt_add_of_pos_right _ hpos
```

Q: When would real data violate `hC`?

A: When some combination of the shifts is treated as exactly known. A shift entered with zero error does this. So does listing the isotope pairs (1,2), (2,3) and (1,3) together when the frequency shift of (1,3) is computed as the sum of the measured frequency shifts of (1,2) and (2,3) and the masses are taken as exact. Three separately measured shifts with independent errors do not cause this.

Q: Does the file find the best slope?

A: No. It settles the intercept at fixed slope, and needs at least one isotope pair for that. The proof expands the parabola in `hexp` and compares its values at $c$ and $c^*$.

```lean
/-- For positive definite `C` and at least one isotope pair, at fixed slope, the generalized
weighted mean of `y - s x` is the unique intercept that minimizes `rᵀ (A C Aᵀ)⁻¹ r`. -/
theorem bestIntercept_unique_min [Nonempty ι] {C : Matrix (ι ⊕ ι) (ι ⊕ ι) ℝ}
    (hC : C.PosDef) (s c : ℝ) (x y : ι → ℝ) (hc : c ≠ bestIntercept C s x y) :
    lineChiSq C s (residual s (bestIntercept C s x y) x y)
      < lineChiSq C s (residual s c x y) := by
  have hW := (residualCov_posDef hC s).inv
  have he : (fun _ => 1 : ι → ℝ) ≠ 0 := by
    intro h
    have h1 := congrFun h (Classical.arbitrary ι)
    simp at h1
  have hq := quad_pos hW he
  have hp := div_mul_cancel₀
    ((fun _ => 1 : ι → ℝ) ⬝ᵥ (residualCov C s)⁻¹ *ᵥ residual s 0 x y) hq.ne'
  change bestIntercept C s x y * _ = _ at hp
  -- the cost is a parabola in the intercept
  have hexp : ∀ t, lineChiSq C s (residual s t x y) = lineChiSq C s (residual s 0 x y)
      - 2 * t * ((fun _ => 1 : ι → ℝ) ⬝ᵥ (residualCov C s)⁻¹ *ᵥ residual s 0 x y)
      + t ^ 2 * ((fun _ => 1 : ι → ℝ) ⬝ᵥ (residualCov C s)⁻¹ *ᵥ (fun _ => 1)) := by
    intro t
    have hr : residual s t x y = residual s 0 x y - t • (fun _ => 1 : ι → ℝ) := by
      funext i
      simp [residual]
    have hs := dot_symm hW (residual s 0 x y) (fun _ => 1)
    rw [hr]
    simp only [lineChiSq, mulVec_sub, mulVec_smul, sub_dotProduct, dotProduct_sub,
      smul_dotProduct, dotProduct_smul, smul_eq_mul]
    linear_combination (-t) * hs
  have hsq := mul_pos hq (pow_pos (abs_pos.2 (sub_ne_zero.2 hc)) 2)
  rw [sq_abs] at hsq
  rw [hexp, hexp c]
  linear_combination hsq - 2 * (c - bestIntercept C s x y) * hp
```

The slope enters $V$ as well as $r$, so the remaining search over $s$ is not a linear least-squares problem. Nor does the theorem test whether the shifts obey a linear King relation; it prices a given line. When each shift is the sum of a leading-order mass shift and field shift, the relation holds with $s = F_y/F_x$ and $c = K_y - sK_x$, where $F$ and $K$ are the field-shift and mass-shift constants of the two transitions.

Q: And the error ellipses?

A: The condition $b_i^2 < a_ig_i$ with $a_i > 0$ says that each ellipse has nonzero area. The quadratic form of the full covariance is then a sum of single-pair forms, each handled by `form_pos`.

```lean
/-- Covariance within isotope pairs only is positive definite when `a > 0` and `b² < a g`
for every pair. -/
theorem pairCov_posDef {a b g : ι → ℝ} (ha : ∀ i, 0 < a i)
    (hb : ∀ i, b i ^ 2 < a i * g i) : (pairCov a b g).PosDef := by
  refine Matrix.posDef_iff_dotProduct_mulVec.2 ⟨?_, ?_⟩
  · rw [Matrix.IsHermitian, conjTranspose_eq_transpose_of_trivial, pairCov,
      fromBlocks_transpose]
    simp only [diagonal_transpose]
  · intro v hv
    have hl : ∀ i, (pairCov a b g *ᵥ v) (Sum.inl i)
        = a i * v (Sum.inl i) + b i * v (Sum.inr i) := by
      intro i
      simp [pairCov, mulVec, dotProduct, diagonal_apply]
    have hr : ∀ i, (pairCov a b g *ᵥ v) (Sum.inr i)
        = b i * v (Sum.inl i) + g i * v (Sum.inr i) := by
      intro i
      simp [pairCov, mulVec, dotProduct, diagonal_apply]
    -- the quadratic form is a sum of one binary form per isotope pair
    have hsum : v ⬝ᵥ pairCov a b g *ᵥ v = ∑ i, (a i * v (Sum.inl i) ^ 2
        + 2 * b i * v (Sum.inl i) * v (Sum.inr i) + g i * v (Sum.inr i) ^ 2) := by
      simp only [dotProduct, Fintype.sum_sum_type, hl, hr]
      rw [← Finset.sum_add_distrib]
      exact Finset.sum_congr rfl fun i _ => by ring
    rw [star_trivial, hsum]
    apply Finset.sum_pos'
    · intro i _
      by_cases h : v (Sum.inl i) ≠ 0 ∨ v (Sum.inr i) ≠ 0
      · exact (form_pos (ha i) (hb i) h).le
      · push Not at h
        simp [h.1, h.2]
    · obtain ⟨k, hk⟩ := Function.ne_iff.1 hv
      cases k with
      | inl i => exact ⟨i, Finset.mem_univ i, form_pos (ha i) (hb i) (Or.inl hk)⟩
      | inr i => exact ⟨i, Finset.mem_univ i, form_pos (ha i) (hb i) (Or.inr hk)⟩
```

In the last theorem, `IsLeast` says that the sum is the cost of some admissible adjustment and a lower bound for all of them. The proof shows that $V$ is diagonal (`hS`), inverts it entry by entry (`hinv`), and applies the general minimum. Pairs that share a reference isotope can have correlated errors, for instance when their shifts are computed from one common measurement of the reference frequency, and then the full $C$ is needed.

```lean
/-- For errors correlated only within each isotope pair, with `a > 0` and `b² < a g` for every pair,
the least cost of putting the points on the line is the sum of `r² / (g - 2 s b + s² a)` over the
pairs. -/
theorem king_fit_pairwise {a b g : ι → ℝ} (ha : ∀ i, 0 < a i)
    (hb : ∀ i, b i ^ 2 < a i * g i) (s c : ℝ) (x y : ι → ℝ) :
    IsLeast (chiSq (pairCov a b g) '' {d | kingMatrix ι s *ᵥ d = residual s c x y})
      (∑ i, residual s c x y i ^ 2 / (g i - 2 * s * b i + s ^ 2 * a i)) := by
  have hw : ∀ i, g i - 2 * s * b i + s ^ 2 * a i ≠ 0 := by
    intro i
    have h := form_pos (u := -s) (w := 1) (ha i) (hb i) (Or.inr one_ne_zero)
    apply ne_of_gt
    linarith
  have hS : residualCov (pairCov a b g) s
      = diagonal (fun i => g i - 2 * s * b i + s ^ 2 * a i) := by
    rw [residualCov, kingMatrix, pairCov, fromCols_mul_fromBlocks, transpose_fromCols,
      fromCols_mul_fromRows]
    ext i j
    by_cases h : i = j
    · subst h
      simp
      ring
    · simp [h]
  have hinv : (residualCov (pairCov a b g) s)⁻¹
      = diagonal (fun i => (g i - 2 * s * b i + s ^ 2 * a i)⁻¹) := by
    apply Matrix.inv_eq_right_inv
    rw [hS, diagonal_mul_diagonal, ← diagonal_one]
    congr 1
    funext i
    exact mul_inv_cancel₀ (hw i)
  have hval : lineChiSq (pairCov a b g) s (residual s c x y)
      = ∑ i, residual s c x y i ^ 2 / (g i - 2 * s * b i + s ^ 2 * a i) := by
    rw [lineChiSq, hinv]
    simp only [dotProduct, mulVec_diagonal]
    exact Finset.sum_congr rfl fun i _ => by rw [div_eq_mul_inv]; ring
  obtain ⟨h1, h2, h3⟩ := king_fit_minimum (pairCov_posDef ha hb) s c x y
  rw [← hval]
  refine ⟨⟨_, h1, h2⟩, ?_⟩
  rintro _ ⟨d, hd, rfl⟩
  by_cases h : d = bestAdjustment (pairCov a b g) s (residual s c x y)
  · rw [h, h2]
  · exact (h3 d hd h).le

end

end KingPlotFit
```

```lean
#print axioms KingPlotFit.constraint_iff_on_line
#print axioms KingPlotFit.king_fit_minimum
#print axioms KingPlotFit.bestIntercept_unique_min
#print axioms KingPlotFit.king_fit_pairwise
```

```
'KingPlotFit.constraint_iff_on_line' depends on axioms: [propext, Classical.choice, Quot.sound]
'KingPlotFit.king_fit_minimum' depends on axioms: [propext, Classical.choice, Quot.sound]
'KingPlotFit.bestIntercept_unique_min' depends on axioms: [propext, Classical.choice, Quot.sound]
'KingPlotFit.king_fit_pairwise' depends on axioms: [propext, Classical.choice, Quot.sound]
```

Q: So what should my code do at each trial slope?

A: Split $C$ into its x and y blocks and form
$$V = C_{yy} - s(C_{xy} + C_{yx}) + s^2 C_{xx}.$$
Factor $V = LL^T$ by Cholesky, and use the factor to solve for $V^{-1}u$ and $V^{-1}e$, which give $c^*$. With $r = u - c^*e$, solve $Lz = r$; the cost is $z^Tz$, and no explicit inverse is required. Pass that number to a one-dimensional minimiser over $s$. If you want the adjusted points for a plot, compute $d^* = CA^TV^{-1}r$ once at the end and subtract it from the data.
